# The total iso-orbital indicator is at least the smaller spin-channel indicator

## Two single-orbital channels with opposite slopes

Take one spatial dimension and a point where both spin densities equal 1, with gradients $+1$ and $-1$. In atomic units, a channel with density $n$ and gradient $g$ has von Weizsäcker kinetic-energy density $|g|^2/(8n)$, here $1/8$. Kinetic-energy densities are taken in the positive form, half the sum of $|\nabla\phi|^2$ over the occupied orbitals $\phi$. Let each channel's kinetic-energy density have exactly the von Weizsäcker value, as it does when a single real orbital makes up the channel. The excess over von Weizsäcker is then zero in both channels.

Now add the channels. The total density is 2, the total gradient is 0 and the total kinetic-energy density is $1/4$. The von Weizsäcker term of the total vanishes with the gradient, so the total has an excess of $1/4$. Cancellation between gradients can raise the excess, and the derivation below shows that summing never lowers it.

## The bound and its equality case

Let the channels have densities $n, m > 0$, kinetic-energy densities $\tau, \sigma$ and gradients $g, h$ in a real inner-product space. Write $p = n^{5/3}$ and $q = m^{5/3}$, and let $c > 0$. The channel indicators are

$$a = \frac{\tau - \|g\|^2/(8n)}{c\,p}, \qquad b = \frac{\sigma - \|h\|^2/(8m)}{c\,q},$$

and the total indicator is

$$A = \frac{\tau + \sigma - \|g+h\|^2/(8(n+m))}{c\,(p+q)}.$$

The claim is $A \ge \min(a,b)$.

The constant $c$ is the coefficient in the kinetic-energy density $c\,n^{5/3}$ of a three-dimensional uniform gas of one spin species; in atomic units $c = \tfrac{3}{10}(6\pi^2)^{2/3}$. The exponent $5/3$ belongs to three dimensions, where the opening example can be read with both gradients along one axis. All that the bound needs of $c$ is that it is positive.

First compare the von Weizsäcker terms over a common denominator:

$$\frac{\|g\|^2}{8n} + \frac{\|h\|^2}{8m} - \frac{\|g+h\|^2}{8(n+m)} = \frac{m(n+m)\|g\|^2 + n(n+m)\|h\|^2 - nm\|g+h\|^2}{8nm(n+m)}.$$

Expanding $\|g+h\|^2 = \|g\|^2 + 2\langle g,h\rangle + \|h\|^2$ reduces the numerator to $m^2\|g\|^2 - 2nm\langle g,h\rangle + n^2\|h\|^2 = \|mg - nh\|^2$. The excess of the total is therefore the sum of the channel excesses plus

$$D = \frac{\|mg - nh\|^2}{8nm(n+m)} \ge 0.$$

The channel excesses are $c\,p\,a$ and $c\,q\,b$. Dividing by $c(p+q)$ gives

$$A = \frac{pa + qb}{p+q} + \frac{D}{c(p+q)}.$$

With $\mu = \min(a,b)$ we have $pa + qb \ge (p+q)\mu$, and the last term is nonnegative, so $A \ge \mu$.

For the equality case, subtract $\mu$:

$$A - \mu = \frac{p(a-\mu) + q(b-\mu)}{p+q} + \frac{D}{c(p+q)}.$$

Every contribution is nonnegative, so $A = \mu$ exactly when $a = b$ and $mg = nh$. For actual density gradients, the second condition says that the spin polarisation $(n-m)/(n+m)$ has zero gradient at the point.

If $a = b$ but $mg \ne nh$, then $A$ exceeds both indicators, so $\max(a,b)$ is not an upper bound in general. The opening example has $a = b = 0$ and $A = 1/(8c)$.

The same example shows what the sign of $c$ does. With $c = -1$ the channel indicators are still 0, but $A = -1/8$, and the bound fails.

For a nonempty finite set of channels with densities $n_i > 0$, the triangle and Cauchy–Schwarz inequalities give

$$\Big\|\sum_i g_i\Big\|^2 \le \Big(\sum_i \|g_i\|\Big)^2 \le \Big(\sum_i \frac{\|g_i\|^2}{8n_i}\Big)\Big(\sum_i 8n_i\Big).$$

Dividing by $\sum_i 8n_i$ shows that the total excess is at least the sum of the channel excesses. That sum is in turn at least $\mu\, c\sum_i n_i^{5/3}$, where $\mu$ is now the smallest channel indicator. With a single channel, the total and channel indicators coincide.

Some meta-GGA density functionals use indicators of this kind to recognise single-orbital regions. The inequality shows that, with the spin-summed reference used here, a small total indicator at a point forces at least one channel indicator to be no larger.

## Densities, gradients and indicators in Lean

The space `E` holds the gradients; ordinary space is one instance. The theorems fix no dimension, although the power 5/3 in the reference is that of a uniform gas only in three dimensions.

```lean
import Mathlib

open scoped InnerProductSpace

namespace IsoOrbitalSpinChannels

noncomputable section

variable {E : Type*} [NormedAddCommGroup E] [InnerProductSpace ℝ E]
```

The excess takes a density, a kinetic-energy density and a gradient as independent data at one point. Nothing requires `g` to be the derivative of a density field or `τ` to come from orbitals. In particular, $\tau \ge \|g\|^2/(8n)$ is not assumed, and indicators may be negative.

```lean
/-- The kinetic-energy density `τ` minus the von Weizsäcker density `|g|² / (8 n)` of a
density `n` with gradient `g`. -/
def pauliExcess (n τ : ℝ) (g : E) : ℝ := τ - ‖g‖ ^ 2 / (8 * n)
```

The factor 8 fixes atomic units and the convention that $\tau$ carries the factor $\tfrac12$ of the kinetic energy. Dividing by the uniform-gas reference gives $a$ or $b$.

```lean
/-- The iso-orbital indicator of one spin channel, with uniform-gas reference `c n^(5/3)`. -/
def channelIndicator (c n τ : ℝ) (g : E) : ℝ :=
  pauliExcess n τ g / (c * n ^ (5 / 3 : ℝ))
```

The total indicator $A$ uses the sum of the two channel references. This is the reference of a spin-polarised uniform gas; a reference that depends on $n+m$ alone is a different choice, which the theorems do not treat.

```lean
/-- The total indicator of two spin channels: the excess of the summed quantities over the
sum of the two uniform-gas references. -/
def totalIndicator (c n m τ σ : ℝ) (g h : E) : ℝ :=
  pauliExcess (n + m) (τ + σ) (g + h) / (c * (n ^ (5 / 3 : ℝ) + m ^ (5 / 3 : ℝ)))
```

## The gradient mismatch as an exact square

The first theorem is the identity for the excesses. In its proof, `hexp` expands $\|mg - nh\|^2$, and `norm_add_sq_real` expands $\|g+h\|^2$. Clearing denominators with `field_simp` leaves a polynomial identity for `ring`.

```lean
/-- The excess of the total density is the sum of the channel excesses plus a square that
measures the mismatch of the gradients relative to the densities. -/
theorem pauliExcess_add {n m : ℝ} (hn : 0 < n) (hm : 0 < m) (τ σ : ℝ) (g h : E) :
    pauliExcess (n + m) (τ + σ) (g + h) = pauliExcess n τ g + pauliExcess m σ h
      + ‖m • g - n • h‖ ^ 2 / (8 * n * m * (n + m)) := by
  have hnm : n + m ≠ 0 := by positivity
  have hexp : ‖m • g - n • h‖ ^ 2
      = m ^ 2 * ‖g‖ ^ 2 - 2 * (m * n * ⟪g, h⟫_ℝ) + n ^ 2 * ‖h‖ ^ 2 := by
    rw [norm_sub_sq_real, norm_smul, norm_smul, real_inner_smul_left,
      real_inner_smul_right, mul_pow, mul_pow, Real.norm_eq_abs, Real.norm_eq_abs,
      sq_abs, sq_abs]
    ring
  unfold pauliExcess
  rw [hexp, norm_add_sq_real]
  field_simp
  ring
```

Division by the total reference turns this into the weighted mean plus the mismatch term. The proof replaces the two fractional powers by positive numbers `p` and `q`, since only their positivity enters, and the squared norm by `D`. This `D` is the numerator alone, whereas $D$ above includes the denominator.

```lean
/-- The total indicator is the mean of the channel indicators with weights `n^(5/3)`, plus a
gradient-mismatch term. -/
theorem totalIndicator_eq {c n m : ℝ} (hc : 0 < c) (hn : 0 < n) (hm : 0 < m)
    (τ σ : ℝ) (g h : E) :
    totalIndicator c n m τ σ g h =
      (n ^ (5 / 3 : ℝ) * channelIndicator c n τ g
        + m ^ (5 / 3 : ℝ) * channelIndicator c m σ h) / (n ^ (5 / 3 : ℝ) + m ^ (5 / 3 : ℝ))
      + ‖m • g - n • h‖ ^ 2
        / (8 * n * m * (n + m) * (c * (n ^ (5 / 3 : ℝ) + m ^ (5 / 3 : ℝ)))) := by
  have hp : 0 < n ^ (5 / 3 : ℝ) := Real.rpow_pos_of_pos hn _
  have hq : 0 < m ^ (5 / 3 : ℝ) := Real.rpow_pos_of_pos hm _
  unfold totalIndicator channelIndicator
  rw [pauliExcess_add hn hm]
  generalize n ^ (5 / 3 : ℝ) = p at hp ⊢
  generalize m ^ (5 / 3 : ℝ) = q at hq ⊢
  generalize ‖m • g - n • h‖ ^ 2 = D
  have hpq : p + q ≠ 0 := by positivity
  have hnm : n + m ≠ 0 := by positivity
  field_simp
```

## The lower bound, equality and overshoot

The main theorem reads: for positive `c`, `n` and `m`, and arbitrary kinetic-energy densities and gradients, the minimum of the channel indicators is at most the total indicator. After the decomposition is substituted, `le_add_of_le_of_nonneg` discards the mismatch term. The facts `h1` and `h2` are $p\mu \le pa$ and $q\mu \le qb$, and `linarith` adds them.

```lean
/-- The total iso-orbital indicator is at least the smaller of the two channel indicators. -/
theorem min_le_totalIndicator {c n m : ℝ} (hc : 0 < c) (hn : 0 < n) (hm : 0 < m)
    (τ σ : ℝ) (g h : E) :
    min (channelIndicator c n τ g) (channelIndicator c m σ h)
      ≤ totalIndicator c n m τ σ g h := by
  have hp : 0 < n ^ (5 / 3 : ℝ) := Real.rpow_pos_of_pos hn _
  have hq : 0 < m ^ (5 / 3 : ℝ) := Real.rpow_pos_of_pos hm _
  rw [totalIndicator_eq hc hn hm]
  -- the mismatch term only helps; the weighted mean already lies above the minimum
  refine le_add_of_le_of_nonneg ?_ (by positivity)
  rw [le_div_iff₀ (add_pos hp hq)]
  have h1 := mul_le_mul_of_nonneg_left
    (min_le_left (channelIndicator c n τ g) (channelIndicator c m σ h)) hp.le
  have h2 := mul_le_mul_of_nonneg_left
    (min_le_right (channelIndicator c n τ g) (channelIndicator c m σ h)) hq.le
  linarith
```

The equality theorem is an equivalence. In the forward direction, `hw` rewrites the weighted mean as $\mu$ plus a nonnegative remainder. Equality then forces this remainder (`hz`) and the mismatch term (`hD`) to vanish. Since $p$ and $q$ are positive, `ha` and `hb` give $a = \mu$ and $b = \mu$, while a zero norm gives $mg = nh$. The converse is direct substitution.

```lean
/-- The total indicator equals the smaller channel indicator exactly when the two channel
indicators agree and the gradients are in the ratio of the densities. -/
theorem totalIndicator_eq_min_iff {c n m : ℝ} (hc : 0 < c) (hn : 0 < n) (hm : 0 < m)
    (τ σ : ℝ) (g h : E) :
    totalIndicator c n m τ σ g h
        = min (channelIndicator c n τ g) (channelIndicator c m σ h) ↔
      channelIndicator c n τ g = channelIndicator c m σ h ∧ m • g = n • h := by
  have hp : 0 < n ^ (5 / 3 : ℝ) := Real.rpow_pos_of_pos hn _
  have hq : 0 < m ^ (5 / 3 : ℝ) := Real.rpow_pos_of_pos hm _
  rw [totalIndicator_eq hc hn hm]
  generalize channelIndicator c n τ g = a
  generalize channelIndicator c m σ h = b
  generalize n ^ (5 / 3 : ℝ) = p at hp ⊢
  generalize m ^ (5 / 3 : ℝ) = q at hq ⊢
  have hpq : p + q ≠ 0 := by positivity
  constructor
  · intro heq
    have h1 : 0 ≤ p * (a - min a b) := mul_nonneg hp.le (sub_nonneg.2 (min_le_left a b))
    have h2 : 0 ≤ q * (b - min a b) := mul_nonneg hq.le (sub_nonneg.2 (min_le_right a b))
    have hK : 0 < 8 * n * m * (n + m) * (c * (p + q)) := by positivity
    have h3 : 0 ≤ ‖m • g - n • h‖ ^ 2 / (8 * n * m * (n + m) * (c * (p + q))) := by
      positivity
    have h4 : 0 ≤ (p * (a - min a b) + q * (b - min a b)) / (p + q) :=
      div_nonneg (add_nonneg h1 h2) (add_pos hp hq).le
    have hw : (p * a + q * b) / (p + q)
        = min a b + (p * (a - min a b) + q * (b - min a b)) / (p + q) := by
      generalize min a b = μ
      field_simp
      ring
    -- two nonnegative terms add up to zero, so both vanish
    have hz : (p * (a - min a b) + q * (b - min a b)) / (p + q) = 0 := by linarith
    have hD : ‖m • g - n • h‖ ^ 2 / (8 * n * m * (n + m) * (c * (p + q))) = 0 := by
      linarith
    have hz' := (div_eq_zero_iff.1 hz).resolve_right hpq
    have hD' := (div_eq_zero_iff.1 hD).resolve_right hK.ne'
    have ha := (mul_eq_zero.1 (show p * (a - min a b) = 0 by linarith)).resolve_left hp.ne'
    have hb := (mul_eq_zero.1 (show q * (b - min a b) = 0 by linarith)).resolve_left hq.ne'
    exact ⟨by linarith, sub_eq_zero.1 (norm_eq_zero.1 (pow_eq_zero_iff two_ne_zero |>.1 hD'))⟩
  · rintro ⟨hab, hgh⟩
    have hmean : (p * b + q * b) / (p + q) = b := by
      rw [← add_mul, mul_div_cancel_left₀ _ hpq]
    rw [hab, hgh, hmean]
    simp
```

The overshoot follows from the previous two theorems. The lower bound holds, and equality would imply the gradient condition excluded by `hgh`, so the inequality is strict. Because the channel indicators agree, their minimum is also their maximum.

```lean
/-- If the channel indicators agree but the gradients are not in the ratio of the densities,
the total indicator exceeds even the larger channel indicator. -/
theorem max_lt_totalIndicator {c n m : ℝ} (hc : 0 < c) (hn : 0 < n) (hm : 0 < m)
    (τ σ : ℝ) (g h : E) (hab : channelIndicator c n τ g = channelIndicator c m σ h)
    (hgh : m • g ≠ n • h) :
    max (channelIndicator c n τ g) (channelIndicator c m σ h)
      < totalIndicator c n m τ σ g h := by
  have hlt := lt_of_le_of_ne (min_le_totalIndicator hc hn hm τ σ g h)
    (fun heq => hgh ((totalIndicator_eq_min_iff hc hn hm τ σ g h).1 heq.symm).2)
  rw [hab, min_self] at hlt
  rwa [hab, max_self]
```

## Any finite number of channels

Here `s` is a nonempty finite set of channels with positive densities, `c` is again positive, and `s.inf'` is the smallest indicator over the set. The line beginning with `omit` removes the inner product from the assumptions: this argument uses only the triangle inequality for vectors and applies Cauchy–Schwarz to real numbers. It yields the bound without the exact mismatch term or an equality criterion.

The intermediate result `hW` compares the von Weizsäcker term of the total with the sum of the channel terms; its two `calc` steps are the triangle inequality and Cauchy–Schwarz. The final `refine` passes through the sum of the channel excesses. Its first part bounds each excess below by the smallest indicator times that channel's reference, and its second part applies `hW`.

```lean
omit [InnerProductSpace ℝ E] in
/-- For any finite nonempty family of channels, the indicator built from the summed
quantities is at least the smallest channel indicator. -/
theorem inf_le_manyChannelIndicator {ι : Type*} (s : Finset ι) (hs : s.Nonempty)
    {c : ℝ} (hc : 0 < c) (n τ : ι → ℝ) (g : ι → E) (hn : ∀ i ∈ s, 0 < n i) :
    s.inf' hs (fun i => channelIndicator c (n i) (τ i) (g i)) ≤
      pauliExcess (∑ i ∈ s, n i) (∑ i ∈ s, τ i) (∑ i ∈ s, g i)
        / (c * ∑ i ∈ s, n i ^ (5 / 3 : ℝ)) := by
  have hp : ∀ i ∈ s, 0 < n i ^ (5 / 3 : ℝ) := fun i hi => Real.rpow_pos_of_pos (hn i hi) _
  have hN : 0 < ∑ i ∈ s, n i := Finset.sum_pos hn hs
  rw [le_div_iff₀ (mul_pos hc (Finset.sum_pos hp hs)), Finset.mul_sum, Finset.mul_sum]
  -- triangle inequality, then Cauchy-Schwarz in quotient form
  have hW : ‖∑ i ∈ s, g i‖ ^ 2 / (8 * ∑ i ∈ s, n i)
      ≤ ∑ i ∈ s, ‖g i‖ ^ 2 / (8 * n i) := by
    calc ‖∑ i ∈ s, g i‖ ^ 2 / (8 * ∑ i ∈ s, n i)
        ≤ (∑ i ∈ s, ‖g i‖) ^ 2 / (8 * ∑ i ∈ s, n i) := by
          gcongr
          exact norm_sum_le s g
      _ ≤ ∑ i ∈ s, ‖g i‖ ^ 2 / (8 * n i) := by
          rw [Finset.mul_sum]
          exact Finset.sum_sq_le_sum_mul_sum_of_sq_le_mul s
            (fun i hi => div_nonneg (sq_nonneg ‖g i‖) (by linarith [hn i hi]))
            (fun i hi => (by linarith [hn i hi] : (0 : ℝ) ≤ 8 * n i))
            (fun i hi => (div_mul_cancel₀ (‖g i‖ ^ 2)
              (by linarith [hn i hi] : (0 : ℝ) < 8 * n i).ne').symm.le)
            |> (div_le_iff₀ (by rw [← Finset.mul_sum]; positivity)).2
  refine le_trans (Finset.sum_le_sum fun i hi => ?_)
    (show ∑ i ∈ s, pauliExcess (n i) (τ i) (g i) ≤ _ from ?_)
  · exact (le_div_iff₀ (mul_pos hc (hp i hi))).1
      (Finset.inf'_le (fun i => channelIndicator c (n i) (τ i) (g i)) hi)
  · unfold pauliExcess
    rw [Finset.sum_sub_distrib]
    linarith

end

end IsoOrbitalSpinChannels
```

```lean
#print axioms IsoOrbitalSpinChannels.min_le_totalIndicator
-- 'IsoOrbitalSpinChannels.min_le_totalIndicator' depends on axioms: [propext, Classical.choice, Quot.sound]
#print axioms IsoOrbitalSpinChannels.max_lt_totalIndicator
-- 'IsoOrbitalSpinChannels.max_lt_totalIndicator' depends on axioms: [propext, Classical.choice, Quot.sound]
#print axioms IsoOrbitalSpinChannels.inf_le_manyChannelIndicator
-- 'IsoOrbitalSpinChannels.inf_le_manyChannelIndicator' depends on axioms: [propext, Classical.choice, Quot.sound]
```
